# A bound on the ground-state energy error when one nonlocal projector is left out of a gauge transformation

An electron in a finite system is placed in a uniform, static vector potential A. There is no field, so the energies should not change: A can be removed by multiplying the wavefunction by a position-dependent phase. With a norm-conserving pseudopotential this holds only if the nonlocal part is transformed too. A local potential commutes with the phase, but a projector does not. If A is put into the kinetic energy alone, the ground-state energy acquires a spurious dependence on A.

For one projector of strength D on a normalised function b, and for finitely many sites, the error satisfies

|E′ − E| ≤ |D| √(1 − |⟨b,Ub⟩|²) ≤ |D A| σ,

where U = exp(−iAX), X is the position operator and σ is the standard deviation of position in the density |b|². The units have ħ = 1, with charge and speed of light absorbed in A. Inner products are linear in the second argument.

```lean
import Mathlib

open Matrix
open scoped ComplexOrder ComplexConjugate

namespace NonlocalGaugeError

noncomputable section

variable {n : Type*} [Fintype n] [DecidableEq n]
```

## The Hamiltonian and its partial transform

The one-electron Hamiltonian is

H = T + D b b*.

Here T is any Hermitian matrix. Unlike the textbook T, it includes the local potential as well as the kinetic energy. The real number D may have either sign.

```lean
/-- The Hamiltonian `T + D b b*` with one separable nonlocal projector of strength `D`. -/
def hamiltonian (T : Matrix n n ℂ) (D : ℝ) (b : n → ℂ) : Matrix n n ℂ :=
  T + (D : ℂ) • vecMulVec b (star b)
```

The gauge transformation is diagonal in position, with entries exp(−iA x_j). In the continuum U p U* = p + A, so conjugating T inserts the vector potential into the kinetic energy. The matrix model takes U T U* as the transformed operator; its agreement with a discretised (p + A)²/2 is the step to a real calculation that the hypotheses leave open. In three dimensions, x_j is the coordinate of site j along the vector potential.

```lean
/-- The gauge transformation `exp(-iAX)` for the diagonal position operator `X` with entries `x`. -/
def gauge (A : ℝ) (x : n → ℝ) : Matrix n n ℂ :=
  diagonal fun j => Complex.exp (-(Complex.I * A * x j))
```

The energies E and E′ are the lowest eigenvalues of

H = T + D b b*  and  H′ = U T U* + D b b*.

`IsLowest H E` says that E is the least real number with a nonzero eigenvector. The theorems take E and E′ as given with this property; a Hermitian matrix on at least one site always has such a number.

```lean
/-- `E` is the least real eigenvalue of `H`. -/
def IsLowest (H : Matrix n n ℂ) (E : ℝ) : Prop :=
  IsLeast {e : ℝ | ∃ v : n → ℂ, v ≠ 0 ∧ H *ᵥ v = (e : ℂ) • v} E
```

The position spread uses the weights |b_j|², which sum to one for a unit vector:

σ² = Σ_j |b_j|² (x_j − m)²,  m = Σ_k |b_k|² x_k.

```lean
/-- The standard deviation of the position `x` for the weights `|b j|²` of a unit vector `b`. -/
def spread (x : n → ℝ) (b : n → ℂ) : ℝ :=
  √(∑ j, ‖b j‖ ^ 2 * (x j - ∑ k, ‖b k‖ ^ 2 * x k) ^ 2)
```

## Trial states bound the energy from above

Every eigenvalue of H − E is nonnegative: if (H − E)u = μu with u ≠ 0, then E + μ is an eigenvalue of H, so E ≤ E + μ. A Hermitian matrix with nonnegative eigenvalues is positive semidefinite, hence

E ⟨v,v⟩ ≤ ⟨v,Hv⟩

for every v. For v ≠ 0, division by ⟨v,v⟩ gives the usual statement about normalised expectation values. In the proof, `hE.2` supplies the minimality of E, and `hp` is the positive semidefiniteness.

```lean
/-- Variational principle: the lowest eigenvalue of a Hermitian matrix, times the squared norm
of a trial vector, is at most the energy form of that vector. -/
theorem variational {H : Matrix n n ℂ} (hH : H.IsHermitian) {E : ℝ} (hE : IsLowest H E)
    (v : n → ℂ) : E * (star v ⬝ᵥ v).re ≤ (star v ⬝ᵥ H *ᵥ v).re := by
  have hK : (H - (E : ℂ) • (1 : Matrix n n ℂ)).IsHermitian :=
    hH.sub (by simp [IsHermitian, conjTranspose_smul])
  -- all eigenvalues of H - E are nonnegative
  have hp := hK.posSemidef_iff_eigenvalues_nonneg.2 (fun i => by
    change 0 ≤ hK.eigenvalues i
    have hv := hK.mulVec_eigenvectorBasis i
    rw [sub_mulVec, smul_mulVec, one_mulVec] at hv
    have hle : E ≤ E + hK.eigenvalues i := hE.2 ⟨(hK.eigenvectorBasis i).ofLp, fun h =>
      hK.eigenvectorBasis.orthonormal.ne_zero i (by ext j; exact congrFun h j), by
        funext j
        have hj := congrFun hv j
        simp only [Pi.sub_apply, Pi.smul_apply, smul_eq_mul, Complex.real_smul] at hj ⊢
        push_cast
        linear_combination hj⟩
    linarith)
  have h := (Complex.le_def.1 (hp.dotProduct_mulVec_nonneg v)).1
  rw [sub_mulVec, smul_mulVec, one_mulVec, dotProduct_sub, dotProduct_smul, smul_eq_mul,
    Complex.sub_re, Complex.re_ofReal_mul, Complex.zero_re] at h
  linarith
```

The trial state below will be a transformed ground state, so U must preserve inner products. Each diagonal entry of U*U is exp(iA x_j) exp(−iA x_j) = 1.

```lean
/-- The gauge transformation is unitary. -/
theorem gauge_unitary (A : ℝ) (x : n → ℝ) : (gauge A x)ᴴ * gauge A x = 1 := by
  rw [gauge, diagonal_conjTranspose, diagonal_mul_diagonal, ← diagonal_one]
  congr 1
  funext j
  change conj (Complex.exp _) * Complex.exp _ = 1
  rw [← Complex.exp_conj, ← Complex.exp_add]
  simp
```

## Two projectors in the same state

Let b and c be unit vectors and v any state. Write p = |⟨b,v⟩|, q = |⟨c,v⟩|, r = |⟨b,c⟩| and N = ‖v‖². Removing the components along b gives

c⊥ = c − ⟨b,c⟩ b,  ‖c⊥‖² = 1 − r²,
v⊥ = v − ⟨b,v⟩ b,  ‖v⊥‖² = N − p²,
⟨c⊥,v⊥⟩ = ⟨c,v⟩ − ⟨b,c⟩* ⟨b,v⟩.

The Cauchy–Schwarz and reverse triangle inequalities then yield

(q − rp)² ≤ (1 − r²)(N − p²),

which rearranges to

g := p² + q² − 2rpq ≤ (1 − r²) N.

Also g = (q − rp)² + (1 − r²)p² ≥ 0, so this can be squared. The identity

g² = (1 − r²)(p² − q²)² + (2pq − r(p² + q²))²

gives (1 − r²)(p² − q²)² ≤ (1 − r²)² N². If r < 1, dividing by 1 − r² and taking the root gives

|p² − q²| ≤ √(1 − r²) N.

If r = 1, the first inequality forces p = q, and the result still holds. The proof has the same two cases under `key`; the square given to the last `nlinarith` there is the second term of the identity.

Estimating the difference through ‖b − c‖ instead would be valid but would give a weaker bound. That norm depends on the relative phase of b and c, although the projectors do not. For c = Ub it leads to a bound with √(Σ_j |b_j|² x_j²) in place of σ, which grows as the atom is moved away from the coordinate origin.

```lean
/-- The expectations of the projectors on two unit vectors `b` and `c` differ by at most
`√(1 - |⟨b,c⟩|²)` times the squared norm of the state. -/
theorem projector_difference {V : Type*} [NormedAddCommGroup V] [InnerProductSpace ℂ V]
    (b c v : V) (hb : ‖b‖ = 1) (hc : ‖c‖ = 1) :
    |‖inner ℂ b v‖ ^ 2 - ‖inner ℂ c v‖ ^ 2| ≤ √(1 - ‖inner ℂ b c‖ ^ 2) * ‖v‖ ^ 2 := by
  have hre : ∀ z : ℂ, RCLike.re (z * conj z) = ‖z‖ ^ 2 := fun z => by
    rw [Complex.mul_conj, Complex.normSq_eq_norm_sq]; exact Complex.ofReal_re _
  have res : ∀ y : V, ‖y - inner ℂ b y • b‖ ^ 2 = ‖y‖ ^ 2 - ‖inner ℂ b y‖ ^ 2 := fun y => by
    rw [@norm_sub_sq ℂ, inner_smul_right, ← inner_conj_symm y b, hre, norm_smul, hb]
    ring
  have hbb : inner ℂ b b = (1 : ℂ) := by rw [inner_self_eq_norm_sq_to_K, hb]; simp
  have hin : inner ℂ (c - inner ℂ b c • b) (v - inner ℂ b v • b)
      = inner ℂ c v - conj (inner ℂ b c) * inner ℂ b v := by
    rw [inner_sub_left, inner_sub_right, inner_sub_right, inner_smul_left, inner_smul_left,
      inner_smul_right, inner_smul_right, hbb, ← inner_conj_symm c b]
    ring
  -- Cauchy-Schwarz for the parts orthogonal to b
  have cs := norm_inner_le_norm (𝕜 := ℂ) (c - inner ℂ b c • b) (v - inner ℂ b v • b)
  have tri := abs_norm_sub_norm_le (inner ℂ c v) (conj (inner ℂ b c) * inner ℂ b v)
  rw [hin] at cs
  rw [norm_mul, RCLike.norm_conj] at tri
  have hG := pow_le_pow_left₀ (abs_nonneg _) (tri.trans cs) 2
  rw [sq_abs, mul_pow, res, res, hc] at hG
  have hr := norm_inner_le_norm (𝕜 := ℂ) b c
  rw [hb, hc, one_mul] at hr
  have hr0 := norm_nonneg (inner ℂ b c)
  generalize ‖inner ℂ b c‖ = r at *
  generalize ‖inner ℂ b v‖ = p at *
  generalize ‖inner ℂ c v‖ = q at *
  have hs : 0 ≤ 1 - r ^ 2 := by nlinarith
  have key : (p ^ 2 - q ^ 2) ^ 2 ≤ (1 - r ^ 2) * (‖v‖ ^ 2) ^ 2 := by
    rcases hs.eq_or_lt with h | h
    · have h1 : r = 1 := by nlinarith
      subst h1
      have h2 : q - p = 0 := by
        apply pow_eq_zero_iff (two_ne_zero) |>.1
        nlinarith [sq_nonneg (q - p)]
      have h3 : q = p := by linarith
      simp [h3]
    · have g0 : 0 ≤ p ^ 2 + q ^ 2 - 2 * r * p * q := by
        nlinarith [sq_nonneg (q - r * p), mul_nonneg hs (sq_nonneg p)]
      have g1 : p ^ 2 + q ^ 2 - 2 * r * p * q ≤ (1 - r ^ 2) * ‖v‖ ^ 2 := by nlinarith
      have g2 := pow_le_pow_left₀ g0 g1 2
      refine le_of_mul_le_mul_left ?_ h
      nlinarith [sq_nonneg (2 * p * q - r * (p ^ 2 + q ^ 2))]
  have h := Real.abs_le_sqrt key
  rwa [Real.sqrt_mul hs, Real.sqrt_sq (sq_nonneg _)] at h
```

## The transformed ground state as trial state

Let v be a ground state of H, with N = ⟨v,v⟩ > 0. Since U T U* U v = U T v, the state Uv has the same T-energy in H′ as v has in H. The variational bound for H′ therefore reads

E′ N ≤ ⟨v,Tv⟩ + D |⟨b,Uv⟩|².

The eigenvalue equation for v, together with ⟨b,v⟩ = ⟨Ub,Uv⟩, gives

E N = ⟨v,Tv⟩ + D |⟨Ub,Uv⟩|².

Subtract, and apply the projector estimate to b, Ub and Uv:

(E′ − E) N ≤ |D| √(1 − |⟨b,Ub⟩|²) N.

Division by N bounds the rise of the lowest eigenvalue. In Lean, `energy` splits the expectation value into its two terms, `iso` is the invariance of inner products, and `h1`, `h2` and `h3` are the three ingredients above. This lemma holds for any unitary U, diagonal or not.

```lean
/-- For unitary `U`, Hermitian `U T U*` and a unit vector `b`, transforming only `T` raises the
lowest eigenvalue by at most `|D| √(1 - |⟨b,Ub⟩|²)`. -/
theorem trial_shift {T U : Matrix n n ℂ} (hS : (U * T * Uᴴ).IsHermitian) (hU : Uᴴ * U = 1)
    {D E E' : ℝ} {b : n → ℂ} (hb : star b ⬝ᵥ b = 1) (hE : IsLowest (hamiltonian T D b) E)
    (hE' : IsLowest (hamiltonian (U * T * Uᴴ) D b) E') :
    E' ≤ E + |D| * √(1 - ‖star b ⬝ᵥ U *ᵥ b‖ ^ 2) := by
  have hin : ∀ y z : n → ℂ, inner ℂ (WithLp.toLp 2 y) (WithLp.toLp 2 z) = star y ⬝ᵥ z :=
    fun y z => by rw [EuclideanSpace.inner_toLp_toLp, dotProduct_comm]
  have hn : ∀ y : n → ℂ, ‖WithLp.toLp 2 y‖ ^ 2 = (star y ⬝ᵥ y).re := fun y => by
    rw [← hin]; exact (inner_self_eq_norm_sq (𝕜 := ℂ) _).symm
  have hone : ∀ y : n → ℂ, star y ⬝ᵥ y = 1 → ‖WithLp.toLp 2 y‖ = 1 := fun y hy => by
    have h := hn y
    rw [hy, Complex.one_re] at h
    nlinarith [norm_nonneg (WithLp.toLp 2 y)]
  have iso : ∀ y z : n → ℂ, star (U *ᵥ y) ⬝ᵥ (U *ᵥ z) = star y ⬝ᵥ z := fun y z => by
    rw [star_mulVec, ← dotProduct_mulVec, mulVec_mulVec, hU, one_mulVec]
  have hsq : ∀ w : ℂ, w * star w = ((‖w‖ ^ 2 : ℝ) : ℂ) := fun w => by
    change w * conj w = _
    rw [Complex.mul_conj, Complex.normSq_eq_norm_sq]
  have energy : ∀ (S : Matrix n n ℂ) (v : n → ℂ), (star v ⬝ᵥ hamiltonian S D b *ᵥ v).re
      = (star v ⬝ᵥ S *ᵥ v).re + D * ‖star b ⬝ᵥ v‖ ^ 2 := fun S v => by
    rw [hamiltonian, add_mulVec, smul_mulVec, vecMulVec_mulVec, op_smul_eq_smul,
      dotProduct_add, dotProduct_smul, dotProduct_smul, Matrix.star_dotProduct v b,
      smul_eq_mul, smul_eq_mul, hsq, Complex.add_re, Complex.re_ofReal_mul, Complex.ofReal_re]
  have hH : (hamiltonian (U * T * Uᴴ) D b).IsHermitian :=
    hS.add (IsHermitian.ext fun i j => by simp [vecMulVec_apply, mul_comm])
  -- the transformed ground state U v serves as trial state
  obtain ⟨v, hv, e⟩ := hE.1
  have hw : (U * T * Uᴴ) *ᵥ (U *ᵥ v) = U *ᵥ (T *ᵥ v) := by
    rw [mulVec_mulVec, mul_assoc, hU, mul_one, mulVec_mulVec]
  have h1 := variational hH hE' (U *ᵥ v)
  rw [energy, hw, iso, iso] at h1
  have h2 := energy T v
  rw [e, dotProduct_smul, smul_eq_mul, Complex.re_ofReal_mul] at h2
  have h3 := projector_difference (WithLp.toLp 2 b) (WithLp.toLp 2 (U *ᵥ b))
    (WithLp.toLp 2 (U *ᵥ v)) (hone b hb) (hone _ ((iso b b).trans hb))
  rw [hin, hin, hin, hn, iso, iso] at h3
  have hN : 0 < (star v ⬝ᵥ v).re := by
    rw [← hn]
    exact pow_pos (norm_pos_iff.2 fun h => hv (congrArg WithLp.ofLp h)) 2
  have h4 := mul_le_mul_of_nonneg_left h3 (abs_nonneg D)
  rw [← abs_mul] at h4
  have h5 := (le_abs_self _).trans h4
  refine le_of_mul_le_mul_right ?_ hN
  linarith
```

## From overlap to position spread

With w_j = |b_j|², the overlap is

⟨b,Ub⟩ = Σ_j w_j exp(−iA x_j).

Multiplying by exp(iAm) leaves its modulus unchanged and measures positions from their mean. A modulus is at least the real part, and cos t ≥ 1 − t²/2, so

|⟨b,Ub⟩| ≥ Σ_j w_j cos(A(x_j − m)) ≥ 1 − A²σ²/2.

If the right-hand side is nonnegative, squaring gives |⟨b,Ub⟩|² ≥ 1 − A²σ². If it is negative, then A²σ² > 2 and the same inequality is immediate. Hence

√(1 − |⟨b,Ub⟩|²) ≤ |A| σ.

The phase removal is `hph`, the cosine estimate is `h2`, and the final `rcases` separates the two signs.

```lean
/-- For a unit vector `b`, the overlap loss `√(1 - |⟨b,Ub⟩|²)` under the gauge transformation
is at most `|A|` times the position spread of `b`. -/
theorem overlap_loss (A : ℝ) (x : n → ℝ) {b : n → ℂ} (hb : star b ⬝ᵥ b = 1) :
    √(1 - ‖star b ⬝ᵥ gauge A x *ᵥ b‖ ^ 2) ≤ |A| * spread x b := by
  have hp : ∑ j, ‖b j‖ ^ 2 = 1 := by
    apply Complex.ofReal_injective
    rw [Complex.ofReal_one, ← hb]
    push_cast
    exact Finset.sum_congr rfl fun j _ => (Complex.conj_mul' (b j)).symm
  unfold spread
  generalize (∑ k, ‖b k‖ ^ 2 * x k) = m
  -- remove the mean phase, which leaves the modulus unchanged
  have hph : Complex.exp ((A * m : ℝ) * Complex.I) * (star b ⬝ᵥ gauge A x *ᵥ b)
      = ∑ j, ((‖b j‖ ^ 2 : ℝ) : ℂ) * Complex.exp ((-(A * (x j - m)) : ℝ) * Complex.I) := by
    simp only [gauge, dotProduct, mulVec_diagonal, Pi.star_apply, Finset.mul_sum]
    refine Finset.sum_congr rfl fun j _ => ?_
    have he : Complex.exp ((-(A * (x j - m)) : ℝ) * Complex.I)
        = Complex.exp ((A * m : ℝ) * Complex.I) * Complex.exp (-(Complex.I * A * x j)) := by
      rw [← Complex.exp_add]
      congr 1
      push_cast
      ring
    rw [he, Complex.ofReal_pow, ← Complex.conj_mul', starRingEnd_apply]
    ring
  have h1 := Complex.re_le_norm
    (Complex.exp ((A * m : ℝ) * Complex.I) * (star b ⬝ᵥ gauge A x *ᵥ b))
  rw [norm_mul, Complex.norm_exp_ofReal_mul_I, one_mul, hph, Complex.re_sum] at h1
  simp only [Complex.re_ofReal_mul, Complex.exp_ofReal_mul_I_re] at h1
  have h2 : 1 - A ^ 2 * (∑ j, ‖b j‖ ^ 2 * (x j - m) ^ 2) / 2
      ≤ ∑ j, ‖b j‖ ^ 2 * Real.cos (-(A * (x j - m))) := by
    rw [← hp, Finset.mul_sum, Finset.sum_div, ← Finset.sum_sub_distrib]
    refine Finset.sum_le_sum fun j _ => ?_
    have := mul_le_mul_of_nonneg_left
      (Real.one_sub_sq_div_two_le_cos (x := -(A * (x j - m)))) (sq_nonneg ‖b j‖)
    linarith
  have h3 := h2.trans h1
  rw [← Real.sqrt_sq_eq_abs, ← Real.sqrt_mul (sq_nonneg A)]
  apply Real.sqrt_le_sqrt
  generalize A ^ 2 * (∑ j, ‖b j‖ ^ 2 * (x j - m) ^ 2) = w at *
  rcases le_total 0 (1 - w / 2) with h | h
  · nlinarith [pow_le_pow_left₀ h h3 2, sq_nonneg w]
  · nlinarith [sq_nonneg ‖star b ⬝ᵥ gauge A x *ᵥ b‖]
```

## Both directions together

The bound on E′ − E is already available. For E − E′, start from U T U* and transform with U*, which restores T. The overlap is now ⟨b,U*b⟩ = ⟨Ub,b⟩, with the same modulus as before, so the same bound applies. The two inequalities give the absolute value, and multiplying the spread estimate by |D| completes the chain.

```lean
/-- For Hermitian `T` and a unit vector `b`, gauge-transforming only `T` shifts the lowest
eigenvalue by at most `|D| √(1 - |⟨b,Ub⟩|²)`, which is at most `|D A|` times the spread of `b`. -/
theorem partial_gauge_error {T : Matrix n n ℂ} (hT : T.IsHermitian) {D A E E' : ℝ}
    {x : n → ℝ} {b : n → ℂ} (hb : star b ⬝ᵥ b = 1) (hE : IsLowest (hamiltonian T D b) E)
    (hE' : IsLowest (hamiltonian (gauge A x * T * (gauge A x)ᴴ) D b) E') :
    |E' - E| ≤ |D| * √(1 - ‖star b ⬝ᵥ gauge A x *ᵥ b‖ ^ 2) ∧
      |D| * √(1 - ‖star b ⬝ᵥ gauge A x *ᵥ b‖ ^ 2) ≤ |D * A| * spread x b := by
  have hU := gauge_unitary A x
  constructor
  · generalize gauge A x = U at hU hE' ⊢
    have hS : (U * T * Uᴴ).IsHermitian := by
      rw [IsHermitian, conjTranspose_mul, conjTranspose_mul, conjTranspose_conjTranspose,
        hT.eq, mul_assoc]
    have hback : Uᴴ * (U * T * Uᴴ) * Uᴴᴴ = T := by
      calc _ = (Uᴴ * U) * T * (Uᴴ * U) := by
            simp only [conjTranspose_conjTranspose, mul_assoc]
        _ = T := by rw [hU, one_mul, mul_one]
    have h1 := trial_shift hS hU hb hE hE'
    -- the inverse transformation gives the opposite inequality
    have h2 := trial_shift (T := U * T * Uᴴ) (U := Uᴴ) (E' := E) (by rw [hback]; exact hT)
      (by rw [conjTranspose_conjTranspose]; exact mul_eq_one_comm.1 hU) hb hE'
      (by rw [hback]; exact hE)
    rw [dotProduct_mulVec, ← star_mulVec, Matrix.star_dotProduct (U *ᵥ b) b, norm_star] at h2
    exact abs_le.2 ⟨by linarith, by linarith⟩
  · rw [abs_mul, mul_assoc]
    exact mul_le_mul_of_nonneg_left (overlap_loss A x hb) (abs_nonneg D)

end

end NonlocalGaugeError
```

```lean
#print axioms NonlocalGaugeError.partial_gauge_error
```

```
'NonlocalGaugeError.partial_gauge_error' depends on axioms: [propext, Classical.choice, Quot.sound]
```

## The projector phase in a velocity-gauge calculation

In a velocity-gauge calculation on a real-space grid, the full transformation replaces each projector value b_j by exp(−iA x_j) b_j. Omitting that phase is the approximation bounded here, for one electron, one projector and a fixed A; the result concerns ground-state energies, not time evolution. If the program stores an unnormalised projector β, so that the nonlocal matrix is D_β β β* with any grid volume element included in D_β, then b = β/‖β‖ and D = D_β ‖β‖², where ‖β‖² = Σ_j |β_j|².

As an illustration in atomic units, D = 2, σ = 0.5 and A = 0.01 limit the energy error to 0.01 hartree. This is an upper limit, not an estimate: for real T and b, complex conjugation shows that E′ is even in A, so with a nondegenerate ground state the error itself is of order A² for small A. Besides D, the sharper first bound needs only the sum Σ_j |b_j|² exp(−iA x_j) over the grid points where the projector is nonzero.
